# Conditioning of the overlap matrix bounds the Mulliken populations of a normalised orbital

The Mulliken populations of a normalised orbital add up to one, but a single population can be negative or exceed one. Two normalised basis functions with overlap 0.8 already admit an orbital with populations $4/3$ and $-1/3$. Pipek-Mezey localisation maximises the sum of squared atomic populations. With one function on each atom, this orbital contributes $17/9$ to that sum, whereas an orbital with population one on a single atom and zero elsewhere contributes 1. As the overlap approaches one, the largest populations that an orbital can have grow without limit, and the sum rule gives no warning.

What limits them is the spectrum of the overlap matrix. Let $S$ be real and symmetric with all eigenvalues in $[a,b]$, where $0<a\le b$, and let the real coefficient vector $c$ satisfy $c^TSc=1$. With $q_m=c_m(Sc)_m$ for basis function $m$,

$$\sum_m|q_m|\le K,\qquad K=\frac{a+b}{2\sqrt{ab}}.$$

The condition $a>0$ expresses linear independence of the basis. If $a$ and $b$ are the extreme eigenvalues, $r=b/a$ is the condition number and $K=(\sqrt r+1/\sqrt r)/2$. For real orbitals in a finite basis, as in many Hartree-Fock and Kohn-Sham calculations, this gives an upper limit on how far the populations of one orbital can stray outside the range from zero to one. A given basis need not reach the limit: for orthogonal functions of unequal norm, $K>1$ but every population is non-negative.

## From the eigenvalue interval to the populations

Let $u_j$ be orthonormal eigenvectors of $S$ with eigenvalues $\mu_j$, and put $\gamma_j=u_j^Tc$. Then

$$|c|^2=\sum_j\gamma_j^2,\qquad c^TSc=\sum_j\mu_j\gamma_j^2,\qquad |Sc|^2=\sum_j\mu_j^2\gamma_j^2.$$

Since $(\mu_j-a)(b-\mu_j)\ge0$, we have $\mu_j^2+ab\le(a+b)\mu_j$. Multiplying by $\gamma_j^2$ and summing gives

$$|Sc|^2+ab|c|^2\le(a+b)\,c^TSc=a+b.$$

For each basis function, $(|(Sc)_m|-\sqrt{ab}\,|c_m|)^2\ge0$ means

$$2\sqrt{ab}\,|q_m|\le(Sc)_m^2+ab\,c_m^2.$$

The sum of the right-hand sides over $m$ is at most $a+b$, and division by $2\sqrt{ab}$ gives the bound.

## Atomic populations and their squares

Let $Q_A$ be the sum of $q_m$ over the functions on atom $A$, and let $T=\sum_A|Q_A|$. The triangle inequality gives $T\le\sum_m|q_m|\le K$. Split each population into its positive and negative parts,

$$P_A=\frac{|Q_A|+Q_A}{2},\qquad N_A=\frac{|Q_A|-Q_A}{2}.$$

Both are non-negative. Because $\sum_AQ_A=1$, their totals are $(T+1)/2$ and $(T-1)/2$, and no single part exceeds its total. Hence

$$\frac{1-K}{2}\le Q_A\le\frac{1+K}{2}.$$

One of $P_A$ and $N_A$ always vanishes, so $Q_A^2=P_A^2+N_A^2$. Bounding one factor of each square by the corresponding total,

$$Q_A^2\le\frac{T+1}{2}P_A+\frac{T-1}{2}N_A=\frac{T|Q_A|+Q_A}{2}.$$

Summation over atoms yields

$$\sum_AQ_A^2\le\frac{T^2+1}{2}\le\frac{1+K^2}{2},\qquad K^2=\frac{(a+b)^2}{4ab}.$$

## Two functions that reach the bounds

Number two basis functions 0 and 1 and take

$$S=\frac12\begin{pmatrix}a+b&b-a\\b-a&a+b\end{pmatrix},\qquad c=\frac{1}{2\sqrt{ab}}\begin{pmatrix}\sqrt a+\sqrt b\\\sqrt a-\sqrt b\end{pmatrix}.$$

The vectors $(1,1)$ and $(1,-1)$ are eigenvectors with eigenvalues $b$ and $a$. Multiplication gives $Sc=\tfrac12(\sqrt a+\sqrt b,\ \sqrt b-\sqrt a)$, and therefore

$$q_0=\frac{(\sqrt a+\sqrt b)^2}{4\sqrt{ab}}=\frac{1+K}{2},\qquad q_1=-\frac{(\sqrt a-\sqrt b)^2}{4\sqrt{ab}}=\frac{1-K}{2}.$$

They sum to one, their absolute values to $K$, and their squares to $(1+K^2)/2$. The basis functions are normalised when $a+b=2$; the opening example has $a=0.2$ and $b=1.8$.

## Overlap matrix, orbital and atoms in Lean

The finite type `n` labels basis functions and `κ` labels atoms; here `κ` is not a condition number.

```lean
import Mathlib

open Matrix

namespace MullikenConditioning

noncomputable section

variable {n κ : Type*} [Fintype n] [Fintype κ] [DecidableEq κ]
```

The spectral condition speaks of real eigenvalues with a nonzero real eigenvector; for a symmetric matrix, as in every theorem below that uses the condition, these are all the eigenvalues. The interval may be wider than the spectrum. In the product notation below, `*ᵥ` applies a matrix to a vector and `⬝ᵥ` is the dot product.

```lean
/-- Every eigenvalue of the real matrix `S` lies in the interval `[a, b]`. -/
def EigenvaluesIn (S : Matrix n n ℝ) (a b : ℝ) : Prop :=
  ∀ (μ : ℝ) (v : n → ℝ), v ≠ 0 → S *ᵥ v = μ • v → μ ∈ Set.Icc a b
```

A `population` belongs to one orbital holding one electron. A doubly occupied orbital contributes twice this value to the usual gross population.

```lean
/-- The Mulliken population `c_m (S c)_m` of basis function `m` in the orbital `c`. -/
def population (S : Matrix n n ℝ) (c : n → ℝ) (m : n) : ℝ := c m * (S *ᵥ c) m
```

The map `atom` assigns each basis function to a centre, and the atomic population collects the functions sent to `A`.

```lean
/-- The Mulliken population of atom `A`: the sum over the basis functions centred on it. -/
def atomPopulation (S : Matrix n n ℝ) (c : n → ℝ) (atom : n → κ) (A : κ) : ℝ :=
  ∑ m with atom m = A, population S c m
```

The sum rule holds by definition, since the dot product of `c` with `S *ᵥ c` is the sum of the populations.

```lean
/-- The populations `c_m (S c)_m` add up to `cᵀ S c`, which is the squared norm of the orbital when
`S` is the overlap matrix. -/
theorem sum_population (S : Matrix n n ℝ) (c : n → ℝ) :
    ∑ m, population S c m = c ⬝ᵥ S *ᵥ c := rfl
```

## The spectral inequality

For a real matrix, `IsHermitian` means symmetric. The step `parseval` expands dot products in the orthonormal eigenvectors, and `eig` states $u_j^TSc=\mu_j\gamma_j$. The claim then splits into one inequality for each $j$. After checking that the eigenvector is nonzero, the proof obtains $a\le\mu_j\le b$ from `hE`, and `nlinarith` uses the product $(\mu_j-a)(b-\mu_j)\gamma_j^2\ge0$.

```lean
/-- If a symmetric `S` has all eigenvalues in `[a, b]`, then
`|S c|² + a b |c|² ≤ (a + b) cᵀ S c` for every vector `c`. -/
theorem spectral_inequality {S : Matrix n n ℝ} {a b : ℝ} (hS : S.IsHermitian)
    (hE : EigenvaluesIn S a b) (c : n → ℝ) :
    (S *ᵥ c) ⬝ᵥ (S *ᵥ c) + a * b * (c ⬝ᵥ c) ≤ (a + b) * (c ⬝ᵥ S *ᵥ c) := by
  classical
  -- dot products expanded in the orthonormal eigenvectors of S
  have parseval : ∀ x y : n → ℝ, x ⬝ᵥ y =
      ∑ j, ((hS.eigenvectorBasis j).ofLp ⬝ᵥ x) * ((hS.eigenvectorBasis j).ofLp ⬝ᵥ y) := by
    intro x y
    have h := hS.eigenvectorBasis.sum_inner_mul_inner (WithLp.toLp 2 x) (WithLp.toLp 2 y)
    simp only [EuclideanSpace.inner_eq_star_dotProduct, star_trivial] at h
    rw [dotProduct_comm x y]
    refine h.symm.trans (Finset.sum_congr rfl fun j _ => ?_)
    rw [dotProduct_comm y]
  have hT : Sᵀ = S := by
    rw [← Matrix.conjTranspose_eq_transpose_of_trivial]
    exact hS.eq
  have eig : ∀ j, (hS.eigenvectorBasis j).ofLp ⬝ᵥ S *ᵥ c =
      hS.eigenvalues j * ((hS.eigenvectorBasis j).ofLp ⬝ᵥ c) := by
    intro j
    rw [Matrix.dotProduct_mulVec, ← Matrix.mulVec_transpose, hT,
      hS.mulVec_eigenvectorBasis, smul_dotProduct, smul_eq_mul]
  rw [parseval (S *ᵥ c) (S *ᵥ c), parseval c c, parseval c (S *ᵥ c)]
  simp only [eig]
  rw [Finset.mul_sum, Finset.mul_sum, ← Finset.sum_add_distrib]
  refine Finset.sum_le_sum fun j _ => ?_
  have hne : (hS.eigenvectorBasis j).ofLp ≠ 0 := by
    intro h
    apply hS.eigenvectorBasis.orthonormal.ne_zero j
    ext i
    exact congrFun h i
  obtain ⟨h1, h2⟩ := hE _ _ hne (hS.mulVec_eigenvectorBasis j)
  -- each eigenvalue μ satisfies (μ - a)(b - μ) ≥ 0
  nlinarith [mul_nonneg (mul_nonneg (sub_nonneg.2 h1) (sub_nonneg.2 h2))
    (sq_nonneg ((hS.eigenvectorBasis j).ofLp ⬝ᵥ c))]
```

## Bounds for functions and atoms

The hypothesis `hc` is the normalisation $c^TSc=1$. The proof clears the denominator $2\sqrt{ab}$. The first line of the `calc` chain is the square inequality for each basis function, the second collects the sums into dot products, and the last two apply the spectral inequality and normalisation.

```lean
/-- For a normalised orbital and a symmetric overlap matrix with eigenvalues in `[a, b]`,
`0 < a ≤ b`, the absolute Mulliken populations sum to at most `(a + b) / (2 √(a b))`. -/
theorem sum_abs_population_le {S : Matrix n n ℝ} {a b : ℝ} (hS : S.IsHermitian)
    (hE : EigenvaluesIn S a b) (ha : 0 < a) (hab : a ≤ b) {c : n → ℝ}
    (hc : c ⬝ᵥ S *ᵥ c = 1) :
    ∑ m, |population S c m| ≤ (a + b) / (2 * √(a * b)) := by
  have hp : 0 < a * b := mul_pos ha (ha.trans_le hab)
  have hg : 0 < √(a * b) := Real.sqrt_pos.2 hp
  have hg2 : √(a * b) ^ 2 = a * b := Real.sq_sqrt hp.le
  rw [le_div_iff₀ (by positivity), Finset.sum_mul]
  calc ∑ m, |population S c m| * (2 * √(a * b))
      ≤ ∑ m, ((S *ᵥ c) m * (S *ᵥ c) m + a * b * (c m * c m)) := by
        -- arithmetic-geometric mean inequality for each basis function
        refine Finset.sum_le_sum fun m _ => ?_
        have h1 : √(a * b) ^ 2 * |c m| ^ 2 = a * b * (c m * c m) := by
          rw [hg2, sq_abs]; ring
        rw [population, abs_mul]
        nlinarith [sq_nonneg (|(S *ᵥ c) m| - √(a * b) * |c m|), sq_abs ((S *ᵥ c) m)]
    _ = (S *ᵥ c) ⬝ᵥ (S *ᵥ c) + a * b * (c ⬝ᵥ c) := by
        simp only [dotProduct, Finset.mul_sum, Finset.sum_add_distrib]
    _ ≤ (a + b) * (c ⬝ᵥ S *ᵥ c) := spectral_inequality hS hE c
    _ = a + b := by rw [hc, mul_one]
```

For atoms, `Finset.sum_fiberwise` regroups the sum over functions by centre, and the triangle inequality acts within each group. Any assignment of functions to atoms is allowed.

```lean
/-- Under the same conditions the absolute atomic populations obey the same bound,
however the basis functions are assigned to atoms. -/
theorem sum_abs_atomPopulation_le {S : Matrix n n ℝ} {a b : ℝ} (hS : S.IsHermitian)
    (hE : EigenvaluesIn S a b) (ha : 0 < a) (hab : a ≤ b) {c : n → ℝ}
    (hc : c ⬝ᵥ S *ᵥ c = 1) (atom : n → κ) :
    ∑ A, |atomPopulation S c atom A| ≤ (a + b) / (2 * √(a * b)) := by
  refine le_trans ?_ (sum_abs_population_le hS hE ha hab hc)
  rw [← Finset.sum_fiberwise Finset.univ atom (fun m => |population S c m|)]
  exact Finset.sum_le_sum fun A _ => Finset.abs_sum_le_sum_abs _ _
```

The next lemma concerns any finite list of real numbers summing to one. It compares $P_A$ and $N_A$ with their totals, using the fact that one non-negative term cannot exceed the whole sum.

```lean
omit [DecidableEq κ] in
/-- If populations `Q` sum to one, the positive and the negative part of each single one
are at most `(T + 1) / 2` and `(T - 1) / 2`, where `T` is the sum of all `|Q|`. -/
theorem parts_le {Q : κ → ℝ} (hQ : ∑ A, Q A = 1) (A : κ) :
    (|Q A| + Q A) / 2 ≤ (∑ B, |Q B| + 1) / 2 ∧
      (|Q A| - Q A) / 2 ≤ (∑ B, |Q B| - 1) / 2 := by
  have h1 := Finset.single_le_sum (f := fun B => |Q B| + Q B)
    (fun B _ => by linarith [neg_abs_le (Q B)]) (Finset.mem_univ A)
  have h2 := Finset.single_le_sum (f := fun B => |Q B| - Q B)
    (fun B _ => by linarith [le_abs_self (Q B)]) (Finset.mem_univ A)
  simp only [Finset.sum_add_distrib, Finset.sum_sub_distrib, hQ] at h1 h2
  constructor <;> linarith
```

Together with $T\le K$, this gives the interval for each atomic population. Its lower end is zero or negative, so a small negative population is compatible with the bound whenever $a<b$.

```lean
/-- For a normalised orbital and a symmetric overlap matrix with eigenvalues in `[a, b]`,
`0 < a ≤ b`, each atomic population lies between `(1 - K) / 2` and `(1 + K) / 2`, where
`K = (a + b) / (2 √(a b))`. -/
theorem atomPopulation_mem {S : Matrix n n ℝ} {a b : ℝ} (hS : S.IsHermitian)
    (hE : EigenvaluesIn S a b) (ha : 0 < a) (hab : a ≤ b) {c : n → ℝ}
    (hc : c ⬝ᵥ S *ᵥ c = 1) (atom : n → κ) (A : κ) :
    atomPopulation S c atom A ∈ Set.Icc ((1 - (a + b) / (2 * √(a * b))) / 2)
      ((1 + (a + b) / (2 * √(a * b))) / 2) := by
  have hQ : ∑ B, atomPopulation S c atom B = 1 :=
    (Finset.sum_fiberwise Finset.univ atom (population S c)).trans hc
  have hT := sum_abs_atomPopulation_le hS hE ha hab hc atom
  obtain ⟨h1, h2⟩ := parts_le hQ A
  constructor
  · linarith [neg_abs_le (atomPopulation S c atom A)]
  · linarith [le_abs_self (atomPopulation S c atom A)]
```

The Pipek-Mezey theorem treats the contribution of one orbital; the full functional adds such contributions over the localised orbitals. In the proof, `hK` evaluates $K^2$ and `key` is the inequality $Q_A^2\le(T|Q_A|+Q_A)/2$ summed over atoms. The final `nlinarith` combines it with $T^2\le K^2$.

```lean
/-- Under the same conditions the Pipek-Mezey sum of squared atomic populations of the
orbital is at most `(1 + (a + b)² / (4 a b)) / 2`. -/
theorem pipekMezey_le {S : Matrix n n ℝ} {a b : ℝ} (hS : S.IsHermitian)
    (hE : EigenvaluesIn S a b) (ha : 0 < a) (hab : a ≤ b) {c : n → ℝ}
    (hc : c ⬝ᵥ S *ᵥ c = 1) (atom : n → κ) :
    ∑ A, atomPopulation S c atom A ^ 2 ≤ (1 + (a + b) ^ 2 / (4 * (a * b))) / 2 := by
  have hQ : ∑ B, atomPopulation S c atom B = 1 :=
    (Finset.sum_fiberwise Finset.univ atom (population S c)).trans hc
  have hT := sum_abs_atomPopulation_le hS hE ha hab hc atom
  have hK : ((a + b) / (2 * √(a * b))) ^ 2 = (a + b) ^ 2 / (4 * (a * b)) := by
    rw [div_pow, mul_pow, Real.sq_sqrt (mul_pos ha (ha.trans_le hab)).le]
    norm_num
  have hT0 : 0 ≤ ∑ A, |atomPopulation S c atom A| :=
    Finset.sum_nonneg fun _ _ => abs_nonneg _
  have hsq := pow_le_pow_left₀ hT0 hT 2
  rw [hK] at hsq
  generalize atomPopulation S c atom = Q at *
  -- bound the squares of the positive and negative parts separately
  have key : ∑ A, Q A ^ 2 ≤ ∑ A, ((∑ B, |Q B|) * |Q A| + Q A) / 2 := by
    refine Finset.sum_le_sum fun A _ => ?_
    obtain ⟨h1, h2⟩ := parts_le hQ A
    have p1 : 0 ≤ |Q A| + Q A := by linarith [neg_abs_le (Q A)]
    have p2 : 0 ≤ |Q A| - Q A := by linarith [le_abs_self (Q A)]
    nlinarith [mul_nonneg p1 (sub_nonneg.2 h1), mul_nonneg p2 (sub_nonneg.2 h2),
      sq_abs (Q A)]
  rw [← Finset.sum_div, Finset.sum_add_distrib, ← Finset.mul_sum, hQ] at key
  nlinarith
```

All these statements take $S$ and its eigenvalue interval as given. Applying them to a molecule requires the separate step of identifying $S$ with the overlap integrals of its basis functions and finding $a$ and $b$.

## The extremal pair in Lean

The matrix and vector are those of the two-function calculation above.

```lean
/-- The two-function overlap matrix with diagonal `(a + b) / 2` and off-diagonal
`(b - a) / 2`. -/
def modelOverlap (a b : ℝ) : Matrix (Fin 2) (Fin 2) ℝ :=
  !![(a + b) / 2, (b - a) / 2; (b - a) / 2, (a + b) / 2]

/-- The orbital `(√a + √b, √a - √b) / (2 √(a b))`, for positive `a` and `b`. -/
def modelOrbital (a b : ℝ) : Fin 2 → ℝ :=
  ![(√a + √b) / (2 * √(a * b)), (√a - √b) / (2 * √(a * b))]
```

To locate the eigenvalues, the proof adds and subtracts the two components of $Sv=\mu v$, which gives $(b-\mu)(v_0+v_1)=0$ and $(a-\mu)(v_0-v_1)=0$. Either $\mu$ is one of the endpoints or both components of $v$ vanish, contrary to assumption.

```lean
/-- For `a ≤ b` the model overlap matrix is symmetric with all eigenvalues in `[a, b]`. -/
theorem modelOverlap_spec {a b : ℝ} (hab : a ≤ b) :
    (modelOverlap a b).IsHermitian ∧ EigenvaluesIn (modelOverlap a b) a b := by
  constructor
  · refine Matrix.IsHermitian.ext fun i j => ?_
    fin_cases i <;> fin_cases j <;> simp [modelOverlap]
  · intro μ v hv h
    have e0 := congrFun h 0
    have e1 := congrFun h 1
    simp only [modelOverlap, Matrix.mulVec, dotProduct, Fin.sum_univ_two, Matrix.of_apply,
      Matrix.cons_val_zero, Matrix.cons_val_one, Pi.smul_apply, smul_eq_mul] at e0 e1
    -- sum and difference of the two components decouple
    have h1 : (b - μ) * (v 0 + v 1) = 0 := by linear_combination e0 + e1
    have h2 : (a - μ) * (v 0 - v 1) = 0 := by linear_combination e0 - e1
    rcases mul_eq_zero.1 h1 with h1 | h1
    · exact ⟨by linarith, by linarith⟩
    rcases mul_eq_zero.1 h2 with h2 | h2
    · exact ⟨by linarith, by linarith⟩
    have hz : ∀ i, v i = 0 := Fin.forall_fin_two.2 ⟨by linarith, by linarith⟩
    exact absurd (funext hz) hv
```

The last theorem evaluates the normalisation and both sums. Writing $a=x^2$ and $b=y^2$ with positive $x$ and $y$ removes the square roots; `h0` and `h1` are then the two populations found above. For $a\le b$, the preceding theorem supplies the spectral hypotheses, so the absolute-sum bound is attained for every permitted interval. With each function on its own atom, so is the Pipek-Mezey bound.

```lean
/-- For all positive `a` and `b` the model orbital is normalised, its absolute populations
sum to `(a + b) / (2 √(a b))`, and its squared ones to `(1 + (a + b)² / (4 a b)) / 2`. -/
theorem bounds_attained {a b : ℝ} (ha : 0 < a) (hb : 0 < b) :
    modelOrbital a b ⬝ᵥ modelOverlap a b *ᵥ modelOrbital a b = 1 ∧
    ∑ m, |population (modelOverlap a b) (modelOrbital a b) m| =
      (a + b) / (2 * √(a * b)) ∧
    ∑ m, population (modelOverlap a b) (modelOrbital a b) m ^ 2 =
      (1 + (a + b) ^ 2 / (4 * (a * b))) / 2 := by
  obtain ⟨x, hx, rfl⟩ : ∃ x : ℝ, 0 < x ∧ x ^ 2 = a :=
    ⟨√a, Real.sqrt_pos.2 ha, Real.sq_sqrt ha.le⟩
  obtain ⟨y, hy, rfl⟩ : ∃ y : ℝ, 0 < y ∧ y ^ 2 = b :=
    ⟨√b, Real.sqrt_pos.2 hb, Real.sq_sqrt hb.le⟩
  have hxy : √(x ^ 2 * y ^ 2) = x * y := by
    rw [← mul_pow, Real.sqrt_sq (mul_pos hx hy).le]
  have hc : modelOrbital (x ^ 2) (y ^ 2) =
      ![(x + y) / (2 * (x * y)), (x - y) / (2 * (x * y))] := by
    rw [modelOrbital, hxy, Real.sqrt_sq hx.le, Real.sqrt_sq hy.le]
  -- one population exceeds one, the other is negative, unless x = y
  have h0 : population (modelOverlap (x ^ 2) (y ^ 2)) (modelOrbital (x ^ 2) (y ^ 2)) 0 =
      (x + y) ^ 2 / (4 * (x * y)) := by
    rw [hc]
    simp only [population, modelOverlap, Matrix.mulVec, dotProduct, Fin.sum_univ_two,
      Matrix.of_apply, Matrix.cons_val_zero, Matrix.cons_val_one]
    field_simp
    ring
  have h1 : population (modelOverlap (x ^ 2) (y ^ 2)) (modelOrbital (x ^ 2) (y ^ 2)) 1 =
      -((x - y) ^ 2 / (4 * (x * y))) := by
    rw [hc]
    simp only [population, modelOverlap, Matrix.mulVec, dotProduct, Fin.sum_univ_two,
      Matrix.of_apply, Matrix.cons_val_zero, Matrix.cons_val_one]
    field_simp
    ring
  have p0 : 0 ≤ (x + y) ^ 2 / (4 * (x * y)) := by positivity
  have p1 : 0 ≤ (x - y) ^ 2 / (4 * (x * y)) := by positivity
  refine ⟨?_, ?_, ?_⟩
  · rw [← sum_population, Fin.sum_univ_two, h0, h1]
    field_simp
    ring
  · rw [Fin.sum_univ_two, h0, h1, abs_neg, abs_of_nonneg p0, abs_of_nonneg p1, hxy]
    field_simp
    ring
  · rw [Fin.sum_univ_two, h0, h1]
    field_simp
    ring

end

end MullikenConditioning
```

```lean
#print axioms MullikenConditioning.sum_abs_population_le
-- 'MullikenConditioning.sum_abs_population_le' depends on axioms: [propext, Classical.choice, Quot.sound]
#print axioms MullikenConditioning.atomPopulation_mem
-- 'MullikenConditioning.atomPopulation_mem' depends on axioms: [propext, Classical.choice, Quot.sound]
#print axioms MullikenConditioning.modelOverlap_spec
-- 'MullikenConditioning.modelOverlap_spec' depends on axioms: [propext, Classical.choice, Quot.sound]
#print axioms MullikenConditioning.bounds_attained
-- 'MullikenConditioning.bounds_attained' depends on axioms: [propext, Classical.choice, Quot.sound]
```
